# One-dimensional characters of the tetrahedral rotation group take only cube roots of unity as values

The group A4 of even permutations of four vertices describes the proper rotations of a regular tetrahedron, and its one-dimensional characters describe how nondegenerate states can transform under them. The lemma `linearChar_A4_cube` states that for every such character χ and every element σ of A4, the cube of χ(σ) is 1. A character here is any homomorphism to the nonzero complex numbers; unitarity is not assumed. The attempt treats the characters as a group of order three, so that the cube of χ is the trivial character, and then evaluates at σ.

The failing Lean file:

```lean
import Mathlib

open Equiv

namespace NondegenerateSpecies

/-- A one-dimensional complex character of a group: a homomorphism to the nonzero
complex numbers. -/
abbrev LinearChar (G : Type*) [Group G] := G →* ℂˣ

/-- A one-dimensional character equals one on the whole commutator subgroup. -/
theorem linearChar_eq_one_of_mem_commutator {G : Type*} [Group G] (χ : LinearChar G)
    {g : G} (hg : g ∈ commutator G) : χ g = 1 :=
  MonoidHom.mem_ker.mp (Abelianization.commutator_subset_ker χ hg)

/-- The label of the twofold axis of a tetrahedron through the midpoint of the edge joining
two distinct vertices; opposite edges share a label. -/
def axisLabel : Fin 4 → Fin 4 → ZMod 3 :=
  ![![0, 0, 1, 2], ![0, 0, 2, 1], ![1, 2, 0, 0], ![2, 1, 0, 0]]

/-- The label of the twofold axis to which a vertex permutation carries axis 0. -/
def axisShift (σ : Perm (Fin 4)) : ZMod 3 := axisLabel (σ 0) (σ 1)

/-- For even permutations of the vertices the axis shifts add modulo three. -/
theorem axisShift_mul : ∀ σ τ : Perm (Fin 4), Perm.sign σ = 1 → Perm.sign τ = 1 →
    axisShift (σ * τ) = axisShift σ + axisShift τ := by
  decide +kernel

/-- The axis shift as a homomorphism from the even vertex permutations to the cyclic group
of order three. -/
def axisHom : alternatingGroup (Fin 4) →* Multiplicative (ZMod 3) :=
  MonoidHom.mk' (fun σ => Multiplicative.ofAdd (axisShift σ.1)) fun σ τ =>
    congrArg (fun z => Multiplicative.ofAdd z)
      (axisShift_mul σ.1 τ.1 (Perm.mem_alternatingGroup.mp σ.2)
        (Perm.mem_alternatingGroup.mp τ.2))

/-- A cyclic permutation of three of the four vertices. -/
def threeCycle : Perm (Fin 4) := swap 0 1 * swap 1 2

/-- The commutator subgroup of A4 consists of the even permutations with zero axis shift. -/
theorem commutator_A4 : commutator (alternatingGroup (Fin 4)) = axisHom.ker := by
  -- finite check: σ is the commutator of c * σ * c⁻¹ and the three-cycle c
  have key : ∀ σ : Perm (Fin 4), Perm.sign σ = 1 → axisShift σ = 0 → ∀ i : Fin 4,
      (threeCycle * σ * threeCycle * σ⁻¹ * threeCycle⁻¹ * threeCycle⁻¹) i = σ i := by
    decide +kernel
  have hc : Perm.sign threeCycle = 1 := by decide +kernel
  -- such a product is trivial in every abelian group
  have hcomm : ∀ {A : Type} [CommGroup A] (c s : A),
      c * s * c * s⁻¹ * c⁻¹ * c⁻¹ = 1 := by
    intro A _ c s
    rw [mul_right_comm (c * s) c s⁻¹, mul_inv_cancel_right, mul_inv_cancel_right,
      mul_inv_cancel]
  refine le_antisymm (Abelianization.commutator_subset_ker axisHom) fun σ hσ => ?_
  have h0 : axisShift σ.1 = 0 := MonoidHom.mem_ker.mp hσ
  have hp : σ.1 = threeCycle * σ.1 * threeCycle * σ.1⁻¹ * threeCycle⁻¹ * threeCycle⁻¹ :=
    Perm.ext fun i => (key σ.1 (Perm.mem_alternatingGroup.mp σ.2) h0 i).symm
  let c : alternatingGroup (Fin 4) := ⟨threeCycle, Perm.mem_alternatingGroup.mpr hc⟩
  have h : σ = c * σ * c * σ⁻¹ * c⁻¹ * c⁻¹ := Subtype.ext hp
  have h1 : Abelianization.of σ = 1 := by
    calc Abelianization.of σ = Abelianization.of (c * σ * c * σ⁻¹ * c⁻¹ * c⁻¹) :=
          congrArg (fun g => Abelianization.of g) h
      _ = 1 := by
          simp only [map_mul, map_inv]
          exact hcomm _ _
  exact (QuotientGroup.eq_one_iff (N := commutator (alternatingGroup (Fin 4))) σ).mp h1

/-- Every value of a one-dimensional character of A4 is a cube root of unity. -/
theorem linearChar_A4_cube (χ : LinearChar (alternatingGroup (Fin 4)))
    (σ : alternatingGroup (Fin 4)) : χ σ ^ 3 = 1 := by
  -- the characters themselves form a group of order three
  have h : χ ^ Nat.card (LinearChar (alternatingGroup (Fin 4))) = 1 := pow_card_eq_one'
  rw [card_linearChar_S3_S4_A4.2.2] at h
  exact DFunLike.congr_fun h σ

end NondegenerateSpecies
```

Messages:

```
Main.lean:71:71: error: Type mismatch
  pow_card_eq_one'
has type
  @HPow.hPow ?m.39 ℕ ?m.39 (@instHPow ?m.39 ℕ NPow.toPow) ?m.41 (Nat.card ?m.39) = 1
but is expected to have type
  @HPow.hPow (LinearChar ↥(alternatingGroup (Fin 4))) ℕ (LinearChar ↥(alternatingGroup (Fin 4)))
      (@instHPow (LinearChar ↥(alternatingGroup (Fin 4))) ℕ MonoidHom.instPow) χ
      (Nat.card (LinearChar ↥(alternatingGroup (Fin 4)))) =
    1
```

What went wrong. The message says that `pow_card_eq_one'` does not have the type required of `h`. Both sides speak of an element raised to the order of its group, but the lemma's power comes from `NPow.toPow`, while the power of χ in `h` comes from `MonoidHom.instPow`. Lean did not unify the two, so the step fails.

The repair never takes a power of a character. It shows that `σ * σ * σ` lies in the commutator subgroup: by `commutator_A4` this means that its image under `axisHom` is trivial, which holds because `z + z + z = 0` in `ZMod 3`, the fact `h3`. By `linearChar_eq_one_of_mem_commutator`, χ is 1 on that product. Rewriting with `map_mul` turns this into a product of three copies of `χ σ`, and `pow_three'` puts the goal in the same form.

The repair also drops `card_linearChar_S3_S4_A4`, which the old proof used for the number of characters but which the file does not declare; the message does not concern it.

The repair, with which the file compiles:

```diff
@@ -68,8 +68,13 @@
 theorem linearChar_A4_cube (χ : LinearChar (alternatingGroup (Fin 4)))
     (σ : alternatingGroup (Fin 4)) : χ σ ^ 3 = 1 := by
-  -- the characters themselves form a group of order three
-  have h : χ ^ Nat.card (LinearChar (alternatingGroup (Fin 4))) = 1 := pow_card_eq_one'
-  rw [card_linearChar_S3_S4_A4.2.2] at h
-  exact DFunLike.congr_fun h σ
+  -- the cube of every element has zero axis shift
+  have h3 : ∀ z : ZMod 3, z + z + z = 0 := by decide
+  have hmem : σ * σ * σ ∈ commutator (alternatingGroup (Fin 4)) := by
+    rw [commutator_A4, MonoidHom.mem_ker, map_mul, map_mul]
+    exact h3 (Multiplicative.toAdd (axisHom σ))
+  have h := linearChar_eq_one_of_mem_commutator χ hmem
+  rw [map_mul, map_mul] at h
+  rw [pow_three']
+  exact h
 
 end NondegenerateSpecies
```
